# Inverse effective mass and interband oscillator strength in the two-band Kane model with a positive gap

Units are atomic, ħ = m = 1, so an inverse mass of 1 means the free-electron mass. The wave number k is a real number along one direction, and the inverse effective mass of a band is the second derivative of its energy with respect to k. Two parameters describe the solid. Eg is the gap at k = 0, and P is the momentum matrix element between the conduction and valence states there, taken real by a choice of phase.

```lean
import Mathlib

open Matrix

namespace KaneOscillatorMass

noncomputable section
```

This loads Mathlib and the matrix notation: `*ᵥ` is a matrix acting on a vector, and `⬝ᵥ` is the dot product.

## The Hamiltonian, its bands and its band states

```lean
/-- The two-band Kane Hamiltonian at wave number `k`, in atomic units, with gap `Eg` and
interband momentum matrix element `P`. -/
def kane (Eg P k : ℝ) : Matrix (Fin 2) (Fin 2) ℝ :=
  !![Eg + k ^ 2 / 2, k * P; k * P, k ^ 2 / 2]
```

`kane Eg P k` is a real 2×2 matrix. `Fin 2` supplies the indices 0 and 1, with 0 for the conduction basis state and 1 for the valence one. At k = 0 their energies are Eg and 0. Full Kane models also carry spin-orbit coupling and several valence bands; this one keeps a single state of each kind, without spin or electron interaction.

```lean
/-- The momentum matrix at wave number `k`: free motion `k` on the diagonal and the
interband element `P` off it. -/
def momentum (P k : ℝ) : Matrix (Fin 2) (Fin 2) ℝ := !![k, P; P, k]
```

The momentum matrix has k on the diagonal and P off it. It is defined separately from the Hamiltonian, and its relation to `kane` is proved below.

```lean
/-- Half the energy separation of the two bands at wave number `k`. -/
def halfGap (Eg P k : ℝ) : ℝ := Real.sqrt (Eg ^ 2 / 4 + k ^ 2 * P ^ 2)
```

Write W for `halfGap Eg P k`:

W = √(Eg²/4 + k²P²)

```lean
/-- The upper (conduction) band. -/
def conduction (Eg P k : ℝ) : ℝ := k ^ 2 / 2 + Eg / 2 + halfGap Eg P k
```

The conduction band is Ec = k²/2 + Eg/2 + W.

```lean
/-- The lower (valence) band. -/
def valence (Eg P k : ℝ) : ℝ := k ^ 2 / 2 + Eg / 2 - halfGap Eg P k
```

The valence band is Ev = k²/2 + Eg/2 − W, so the vertical transition energy is Ec − Ev = 2W.

```lean
/-- `u` is a normalised eigenvector of the Kane Hamiltonian with energy `E`. -/
def BandState (Eg P k E : ℝ) (u : Fin 2 → ℝ) : Prop :=
  kane Eg P k *ᵥ u = E • u ∧ u ⬝ᵥ u = 1
```

`BandState Eg P k E u` says two things about a real vector u: Hu = Eu and u·u = 1.

```lean
/-- The oscillator strength of the vertical transition from `v` to `u` at wave number `k`:
twice the squared momentum matrix element over the transition energy `ω`, for `ω ≠ 0`. -/
def oscillatorStrength (P k ω : ℝ) (u v : Fin 2 → ℝ) : ℝ :=
  2 * (u ⬝ᵥ momentum P k *ᵥ v) ^ 2 / ω
```

The oscillator strength for one direction of polarisation is

f = 2 (u·pv)² / ω

where p is the momentum matrix and ω the transition energy.

## Momentum as the k-derivative of the Hamiltonian

```lean
/-- The momentum matrix is the derivative of the Kane Hamiltonian with respect to `k`,
entry by entry. -/
theorem hasDerivAt_kane (Eg P k : ℝ) (i j : Fin 2) :
    HasDerivAt (fun q => kane Eg P q i j) (momentum P k i j) k := by
  have hk : HasDerivAt (fun q : ℝ => q ^ 2 / 2) k k :=
    ((hasDerivAt_pow 2 k).div_const 2).congr_deriv (by norm_num)
  have hP : HasDerivAt (fun q : ℝ => q * P) P k :=
    ((hasDerivAt_id' k).mul_const P).congr_deriv (one_mul P)
  fin_cases i <;> fin_cases j
  · exact hk.const_add Eg
  · exact hP
  · exact hP
  · exact hk
```

`HasDerivAt g c k` means that the function g is differentiable at k with derivative c. Entry by entry, k²/2 has derivative k, kP has derivative P, and the constant Eg contributes nothing. `fin_cases` runs through the four entries.

## The two energies

```lean
/-- The eigenvalue equation of the Kane Hamiltonian written as two coupled equations for
the band amplitudes. -/
theorem kane_mulVec_eq_iff (Eg P k E : ℝ) (v : Fin 2 → ℝ) :
    kane Eg P k *ᵥ v = E • v ↔
      (Eg + k ^ 2 / 2) * v 0 + k * P * v 1 = E * v 0 ∧
      k * P * v 0 + k ^ 2 / 2 * v 1 = E * v 1 := by
  simp [funext_iff, Fin.forall_fin_two, kane, dotProduct, Fin.sum_univ_two]
```

The matrix equation Hv = Ev is the same as the pair

(Eg + k²/2) v₀ + kP v₁ = E v₀
kP v₀ + (k²/2) v₁ = E v₁

```lean
/-- The energies of the Kane Hamiltonian are exactly the conduction and valence bands. -/
theorem kane_eigenvalue_iff (Eg P k E : ℝ) :
    (∃ v : Fin 2 → ℝ, v ≠ 0 ∧ kane Eg P k *ᵥ v = E • v) ↔
      E = conduction Eg P k ∨ E = valence Eg P k := by
  have hW : halfGap Eg P k ^ 2 = Eg ^ 2 / 4 + k ^ 2 * P ^ 2 := Real.sq_sqrt (by positivity)
  -- the secular determinant factorises over the two bands
  have hD : (Eg + k ^ 2 / 2 - E) * (k ^ 2 / 2 - E) - k * P * (k * P)
      = (E - conduction Eg P k) * (E - valence Eg P k) := by
    unfold conduction valence
    linear_combination hW
  rw [← sub_eq_zero, ← sub_eq_zero (b := valence Eg P k), ← mul_eq_zero, ← hD]
  constructor
  · rintro ⟨v, hv, h⟩
    obtain ⟨h0, h1⟩ := (kane_mulVec_eq_iff Eg P k E v).1 h
    by_contra hne
    apply hv
    funext i
    fin_cases i
    · exact (mul_eq_zero.1 (by linear_combination (k ^ 2 / 2 - E) * h0 - k * P * h1 :
        ((Eg + k ^ 2 / 2 - E) * (k ^ 2 / 2 - E) - k * P * (k * P)) * v 0 = 0)).resolve_left hne
    · exact (mul_eq_zero.1 (by linear_combination (Eg + k ^ 2 / 2 - E) * h1 - k * P * h0 :
        ((Eg + k ^ 2 / 2 - E) * (k ^ 2 / 2 - E) - k * P * (k * P)) * v 1 = 0)).resolve_left hne
  · intro h
    have hdet : (!![Eg + k ^ 2 / 2 - E, k * P; k * P, k ^ 2 / 2 - E]).det = 0 := by
      rw [Matrix.det_fin_two_of]
      exact h
    obtain ⟨v, hv, hz⟩ := Matrix.exists_mulVec_eq_zero_iff.2 hdet
    have h0 := congrFun hz 0
    have h1 := congrFun hz 1
    simp only [Matrix.mulVec, dotProduct, Fin.sum_univ_two, Matrix.of_apply, Matrix.cons_val_zero,
      Matrix.cons_val_one, Pi.zero_apply] at h0 h1
    exact ⟨v, hv, (kane_mulVec_eq_iff Eg P k E v).2 ⟨by linarith, by linarith⟩⟩
```

A nonzero vector solves the pair exactly when E is Ec or Ev. By hand, set x = E − k²/2 − Eg/2. The secular determinant is

D = (Eg/2 − x)(−Eg/2 − x) − k²P² = x² − W² = (E − Ec)(E − Ev)

This is `hD`. If a solution v exists, eliminating one amplitude at a time gives D v₀ = 0 and D v₁ = 0; since v ≠ 0, D = 0. Conversely, a matrix of zero determinant annihilates some nonzero vector, which is then an eigenvector. The tactic `linear_combination` checks each elimination: it is told what to multiply the known equations by and verifies the remaining algebra.

## Slopes and curvatures

```lean
/-- For a positive gap parameter `Eg`, half the band separation is positive at every
wave number. -/
theorem halfGap_pos {Eg : ℝ} (hE : 0 < Eg) (P k : ℝ) : 0 < halfGap Eg P k :=
  Real.sqrt_pos.2 (by positivity)
```

For Eg > 0 the number under the root is at least Eg²/4, so W > 0 and the bands never touch. Every later division by W relies on this.

```lean
/-- For a positive gap, the slopes of the conduction and valence bands are
`k ± k P² / W`, with `W` half the band separation at `k`. -/
theorem band_slope {Eg : ℝ} (hE : 0 < Eg) (P k : ℝ) :
    HasDerivAt (halfGap Eg P) (k * P ^ 2 / halfGap Eg P k) k ∧
    HasDerivAt (conduction Eg P) (k + k * P ^ 2 / halfGap Eg P k) k ∧
    HasDerivAt (valence Eg P) (k - k * P ^ 2 / halfGap Eg P k) k := by
  have h : HasDerivAt (fun q : ℝ => Eg ^ 2 / 4 + q ^ 2 * P ^ 2) (2 * k * P ^ 2) k :=
    (((hasDerivAt_pow 2 k).mul_const (P ^ 2)).const_add (Eg ^ 2 / 4)).congr_deriv (by norm_num)
  have hne : Eg ^ 2 / 4 + k ^ 2 * P ^ 2 ≠ 0 := by positivity
  have hW : HasDerivAt (halfGap Eg P) (k * P ^ 2 / halfGap Eg P k) k :=
    (h.sqrt hne).congr_deriv (by
      change 2 * k * P ^ 2 / (2 * halfGap Eg P k) = _
      rw [mul_assoc, mul_div_mul_left _ _ (two_ne_zero)])
  have hk : HasDerivAt (fun q : ℝ => q ^ 2 / 2 + Eg / 2) k k :=
    (((hasDerivAt_pow 2 k).div_const 2).add_const (Eg / 2)).congr_deriv (by norm_num)
  exact ⟨hW, hk.add hW, hk.sub hW⟩
```

The chain rule gives

W′ = 2kP² / (2W) = kP²/W

Adding W to k²/2 + Eg/2, or subtracting it, gives the slopes k ± kP²/W.

```lean
/-- For a positive gap, the inverse effective masses of the two bands at wave number `k` are
`1 ± P² Eg² / (4 W³)`, with `W` half the band separation at `k`. -/
theorem band_curvature {Eg : ℝ} (hE : 0 < Eg) (P k : ℝ) :
    HasDerivAt (deriv (conduction Eg P)) (1 + P ^ 2 * Eg ^ 2 / 4 / halfGap Eg P k ^ 3) k ∧
    HasDerivAt (deriv (valence Eg P)) (1 - P ^ 2 * Eg ^ 2 / 4 / halfGap Eg P k ^ 3) k := by
  have hpos := halfGap_pos hE P k
  have hsq : halfGap Eg P k ^ 2 = Eg ^ 2 / 4 + k ^ 2 * P ^ 2 := Real.sq_sqrt (by positivity)
  have hq : k * P ^ 2 / halfGap Eg P k * halfGap Eg P k = k * P ^ 2 :=
    div_mul_cancel₀ _ hpos.ne'
  have hs : HasDerivAt (fun q => q * P ^ 2 / halfGap Eg P q)
      (P ^ 2 * Eg ^ 2 / 4 / halfGap Eg P k ^ 3) k :=
    (((hasDerivAt_id' k).mul_const (P ^ 2)).fun_div (band_slope hE P k).1 hpos.ne').congr_deriv (by
      rw [div_eq_div_iff (by positivity) (by positivity)]
      linear_combination (-k * P ^ 2 * halfGap Eg P k ^ 2) * hq
        + P ^ 2 * halfGap Eg P k ^ 2 * hsq)
  have hc : deriv (conduction Eg P) = fun q => q + q * P ^ 2 / halfGap Eg P q :=
    funext fun q => (band_slope hE P q).2.1.deriv
  have hv : deriv (valence Eg P) = fun q => q - q * P ^ 2 / halfGap Eg P q :=
    funext fun q => (band_slope hE P q).2.2.deriv
  rw [hc, hv]
  exact ⟨(hasDerivAt_id' k).add hs, (hasDerivAt_id' k).sub hs⟩
```

The quotient rule applied to kP²/W gives

W″ = (P²W − kP² · kP²/W) / W²
 = P²(W² − k²P²) / W³
 = P²Eg² / (4W³)

The inverse masses are therefore 1 ± P²Eg²/(4W³). In Lean, `deriv (conduction Eg P)` is the slope as a function of wave number, and the theorem differentiates that function. The steps `hc` and `hv` therefore establish the slope formula at every q first; its value at the single point k would not determine a second derivative.

## The matrix element between the actual band states

```lean
/-- For a positive gap, the squared momentum matrix element between normalised conduction and
valence states at the same `k` is `P² Eg² / (4 W²)`, with `W` half the band separation. -/
theorem momentum_element_sq {Eg P k : ℝ} (hE : 0 < Eg) {u v : Fin 2 → ℝ}
    (hu : BandState Eg P k (conduction Eg P k) u) (hv : BandState Eg P k (valence Eg P k) v) :
    (u ⬝ᵥ momentum P k *ᵥ v) ^ 2 = P ^ 2 * Eg ^ 2 / 4 / halfGap Eg P k ^ 2 := by
  have hpos := halfGap_pos hE P k
  obtain ⟨hu, nu⟩ := hu
  obtain ⟨hv, nv⟩ := hv
  obtain ⟨a0, a1⟩ := (kane_mulVec_eq_iff _ _ _ _ _).1 hu
  obtain ⟨b0, b1⟩ := (kane_mulVec_eq_iff _ _ _ _ _).1 hv
  simp only [dotProduct, Fin.sum_univ_two] at nu nv
  unfold conduction at a0 a1
  unfold valence at b0 b1
  -- states of different energy are orthogonal
  have o : u 0 * v 0 + u 1 * v 1 = 0 := by
    have h : 2 * halfGap Eg P k * (u 0 * v 0 + u 1 * v 1) = 0 := by
      linear_combination -(v 0 * a0) - v 1 * a1 + u 0 * b0 + u 1 * b1
    exact (mul_eq_zero.1 h).resolve_left (by positivity)
  -- band mixing in the conduction state
  have hD : halfGap Eg P k * (u 0 ^ 2 - u 1 ^ 2) = Eg / 2 := by
    linear_combination -(u 0 * a0) + u 1 * a1 + Eg / 2 * nu
  have hs : (u 0 * v 1 - u 1 * v 0) ^ 2 = 1 := by
    linear_combination (v 0 ^ 2 + v 1 ^ 2) * nu + nv - (u 0 * v 0 + u 1 * v 1) * o
  have he : u ⬝ᵥ momentum P k *ᵥ v
      = P * ((u 0 * v 1 - u 1 * v 0) * (u 0 ^ 2 - u 1 ^ 2)) := by
    simp only [momentum, Matrix.mulVec, dotProduct, Fin.sum_univ_two, Matrix.of_apply,
      Matrix.cons_val_zero, Matrix.cons_val_one]
    linear_combination (k + 2 * P * u 0 * u 1) * o - P * (u 0 * v 1 + u 1 * v 0) * nu
  rw [he, eq_div_iff (by positivity)]
  linear_combination P ^ 2 * (u 0 ^ 2 - u 1 ^ 2) ^ 2 * halfGap Eg P k ^ 2 * hs
    + P ^ 2 * (halfGap Eg P k * (u 0 ^ 2 - u 1 ^ 2) + Eg / 2) * hD
```

Let u be a normalised conduction state and v a normalised valence state at the same k. Four short steps give the squared matrix element.

First, H is symmetric, so v·Hu = u·Hv. Hence (Ec − Ev) u·v = 2W u·v = 0, and u·v = 0. This is `o`.

Second, removing k²/2 + Eg/2 from the equations for u leaves

(Eg/2) u₀ + kP u₁ = W u₀
kP u₀ − (Eg/2) u₁ = W u₁

Multiply the first by u₀ and the second by u₁, then subtract. With u₀² + u₁² = 1 this gives `hD`:

W(u₀² − u₁²) = Eg/2

Third, put s = u₀v₁ − u₁v₀. Then `hs` is

s² = (u·u)(v·v) − (u·v)² = 1

Fourth, orthogonality and normalisation give v₀ = −s u₁ and v₁ = s u₀, so

u·pv = k u·v + P(u₀v₁ + u₁v₀) = P s (u₀² − u₁²)

which is `he`. Squaring removes the arbitrary sign s:

(u·pv)² = P² (Eg/(2W))² = P²Eg²/(4W²)

## Inverse mass from oscillator strength

```lean
/-- For a positive gap and at every wave number, the inverse effective mass of the conduction
(valence) band is one plus (minus) the oscillator strength between the normalised band states. -/
theorem inverse_mass_eq_one_add_sub_oscillatorStrength {Eg P k : ℝ} (hE : 0 < Eg)
    {u v : Fin 2 → ℝ} (hu : BandState Eg P k (conduction Eg P k) u)
    (hv : BandState Eg P k (valence Eg P k) v) :
    HasDerivAt (deriv (conduction Eg P))
      (1 + oscillatorStrength P k (conduction Eg P k - valence Eg P k) u v) k ∧
    HasDerivAt (deriv (valence Eg P))
      (1 - oscillatorStrength P k (conduction Eg P k - valence Eg P k) u v) k := by
  have hne := (halfGap_pos hE P k).ne'
  have hgap : conduction Eg P k - valence Eg P k = 2 * halfGap Eg P k := by
    unfold conduction valence
    ring
  have hf : oscillatorStrength P k (conduction Eg P k - valence Eg P k) u v
      = P ^ 2 * Eg ^ 2 / 4 / halfGap Eg P k ^ 3 := by
    rw [oscillatorStrength, momentum_element_sq hE hu hv, hgap,
      mul_div_mul_left _ _ (two_ne_zero), div_div, ← pow_succ]
  rw [hf]
  exact band_curvature hE P k
```

The hypotheses are Eg > 0 and that u and v are normalised band states at k. Dividing by the transition energy gives

f = 2 · P²Eg²/(4W²) / (2W) = P²Eg²/(4W³)

This is the curvature term found above. The conduction band has inverse mass 1 + f and the valence band 1 − f, at every k. Within this non-interacting two-band model, strong optical coupling across the gap thus goes with a light conduction electron.

The matrix element in f must belong to the states at that k. Keeping the zone-centre value P while using the transition energy 2W would give P²/W, which agrees with f at k = 0 but is too large elsewhere whenever P ≠ 0.

```lean
/-- For a positive gap, both bands have zero slope at `k = 0`, and their inverse effective
masses there are `1 ± 2P²/Eg`. -/
theorem zone_centre {Eg : ℝ} (hE : 0 < Eg) (P : ℝ) :
    HasDerivAt (conduction Eg P) 0 0 ∧ HasDerivAt (valence Eg P) 0 0 ∧
    HasDerivAt (deriv (conduction Eg P)) (1 + 2 * P ^ 2 / Eg) 0 ∧
    HasDerivAt (deriv (valence Eg P)) (1 - 2 * P ^ 2 / Eg) 0 := by
  have hW : halfGap Eg P 0 = Eg / 2 := by
    rw [halfGap, show Eg ^ 2 / 4 + 0 ^ 2 * P ^ 2 = (Eg / 2) ^ 2 by ring,
      Real.sqrt_sq (by positivity)]
  have hf : P ^ 2 * Eg ^ 2 / 4 / halfGap Eg P 0 ^ 3 = 2 * P ^ 2 / Eg := by
    rw [hW, div_eq_div_iff (by positivity) (by positivity)]
    ring
  obtain ⟨-, h1, h2⟩ := band_slope hE P 0
  obtain ⟨h3, h4⟩ := band_curvature hE P 0
  rw [hf] at h3 h4
  exact ⟨h1.congr_deriv (by simp), h2.congr_deriv (by simp), h3, h4⟩
```

At k = 0, W = Eg/2. Both slopes vanish, and

P²Eg²/(4W³) = (P²Eg²/4) / (Eg³/8) = 2P²/Eg

so the inverse masses are 1 ± 2P²/Eg. When 2P² > Eg the valence band curves downwards there, as for a hole of positive mass.

## Numbers at k = 1

```lean
/-- For `Eg = 14`, `P = 24` and `k = 1`, the vectors `(4/5, 3/5)` and `(-3/5, 4/5)` are
normalised conduction and valence states. -/
theorem bandState_witness :
    BandState 14 24 1 (conduction 14 24 1) ![4 / 5, 3 / 5] ∧
    BandState 14 24 1 (valence 14 24 1) ![-3 / 5, 4 / 5] := by
  have hW : halfGap 14 24 1 = 25 := by
    rw [halfGap, show (14 : ℝ) ^ 2 / 4 + 1 ^ 2 * 24 ^ 2 = 25 ^ 2 by norm_num,
      Real.sqrt_sq (by norm_num)]
  refine ⟨⟨(kane_mulVec_eq_iff _ _ _ _ _).2 ?_, ?_⟩,
    ⟨(kane_mulVec_eq_iff _ _ _ _ _).2 ?_, ?_⟩⟩ <;>
  norm_num [conduction, valence, hW, dotProduct, Fin.sum_univ_two]

end

end KaneOscillatorMass
```

Take Eg = 14, P = 24 and k = 1, values chosen for convenient arithmetic and not for a material. Then

W = √(49 + 576) = 25
Ec = 0.5 + 7 + 25 = 32.5
Ev = 0.5 + 7 − 25 = −17.5

The theorem confirms that u = (4/5, 3/5) and v = (−3/5, 4/5) are normalised states of these two bands. The rest follows by direct multiplication:

pv = (−0.6 + 19.2, −14.4 + 0.8) = (18.6, −13.6)
u·pv = 14.88 − 8.16 = 6.72
f = 2 · 6.72² / 50 = 1.806336

The curvature formula gives the same number, 576 · 196 / (4 · 15625) = 1.806336. The inverse masses are 2.806336 for the conduction band and −0.806336 for the valence band. Using P in place of 6.72 would have given f = 23.04.

```lean
#print axioms KaneOscillatorMass.hasDerivAt_kane
-- 'KaneOscillatorMass.hasDerivAt_kane' depends on axioms: [propext, Classical.choice, Quot.sound]
#print axioms KaneOscillatorMass.kane_eigenvalue_iff
-- 'KaneOscillatorMass.kane_eigenvalue_iff' depends on axioms: [propext, Classical.choice, Quot.sound]
#print axioms KaneOscillatorMass.inverse_mass_eq_one_add_sub_oscillatorStrength
-- 'KaneOscillatorMass.inverse_mass_eq_one_add_sub_oscillatorStrength' depends on axioms: [propext, Classical.choice, Quot.sound]
#print axioms KaneOscillatorMass.zone_centre
-- 'KaneOscillatorMass.zone_centre' depends on axioms: [propext, Classical.choice, Quot.sound]
```
